# Flux through a half-filled Hubbard triangle: the third-order hopping term is proportional to the scalar spin chirality

## Physical setting

Three electrons occupy three sites joined in a ring, with one orbital per site and a strong on-site repulsion $U$. Without hopping, the eight states with one electron on every site are degenerate and differ only in their spins. Hopping of amplitude $t$ splits them through virtual processes. On a triangle three hops suffice to go once around the ring, and such a process picks up a phase $\varphi$ proportional to the magnetic flux through the ring, with opposite signs for the two senses of circulation. The question is which spin operator it produces.

The sites are $j = 0, 1, 2$, counted modulo 3, the spin is $s = 0$ (up) or $1$ (down), and $c_{js}$ annihilates an electron. The hopping is

$$T = -t \sum_{j,s} \left( \omega\, c^\dagger_{j+1,s} c_{j,s} + \text{h.c.} \right), \qquad \omega = e^{i\varphi/3},$$

and $P$ projects onto one electron per site. Every other three-electron occupation-basis state has exactly one doubly occupied site, so the three-electron states orthogonal to the range of $P$ all cost $U$. Once $PTP = 0$, degenerate perturbation theory therefore gives $PT^3P/U^2$ as the third-order effective Hamiltonian, one factor $-1/U$ for each of the two intermediate states. For a single one-orbital triangle at half filling, the result below shows that at this order the flux couples to the spins through their scalar chirality alone.

## Statement

Let $\sigma^a$, $a = 0, 1, 2$ for $x, y, z$, be the Pauli matrices, and define

$$S_j^a = \tfrac12 \sum_{s,r} \sigma^a_{sr}\, c^\dagger_{js} c_{jr}, \qquad \chi = \mathbf S_0 \cdot (\mathbf S_1 \times \mathbf S_2).$$

For all real $t$ and $\varphi$, the theorems `first_order` and `third_order` state

$$PTP = 0, \qquad PT^3P = -24\, t^3 \sin\varphi \; \chi P .$$

For real $U \neq 0$, `third_order_eq_zero_iff` states that $PT^3P/U^2$ is zero exactly when $t = 0$ or $\sin\varphi = 0$. Zero flux is one such case, and $\varphi = \pi$ is another.

## Derivation

Write $b_j = \sum_s c^\dagger_{j+1,s} c_{j,s}$ for the forward hop on bond $j$, and set $K = b_0 + b_1 + b_2$, $L = K^\dagger$. Then $T = -t(\omega K + \bar\omega L)$ and

$$T^3 = -t^3 \left[ \omega^3 K^3 + \omega^2\bar\omega\,(KKL + KLK + LKK) + \omega\bar\omega^2 (KLL + LKL + LLK) + \bar\omega^3 L^3 \right].$$

Consider the sum of the site labels of all electrons, modulo 3. It equals $0 + 1 + 2 \equiv 0$ on every state with one electron per site; $K$ raises it by one and $L$ lowers it by one. A word between two projectors survives only if its net change is zero modulo 3. This removes $K$ and $L$, so $PTP = 0$, and it removes the mixed cubic words, whose net change is $\pm 1$.

In $PK^3P$ each site must gain as many electrons as it loses, so each bond is used once and the six orderings of $b_0, b_1, b_2$ remain. Let $n_j$ be the number operator of site $j$ and $A_j = \sum_a S_j^a \sigma^a$, a $2 \times 2$ matrix with operator entries. The identity $c^\dagger_{jr} c_{js} = (n_j/2 + A_j)_{sr}$ and the anticommutation relation give, where $n_j = 1$,

$$c^\dagger_{jr} c_{js} = (\tfrac12 + A_j)_{sr}, \qquad c_{js} c^\dagger_{jr} = (\tfrac12 - A_j)_{sr}.$$

Take the ordering $b_2 b_1 b_0$, with spin $s_j$ on bond $j$, and move the last operator past four others:

$$c^\dagger_{0 s_2} c_{2 s_2}\, c^\dagger_{2 s_1} c_{1 s_1}\, c^\dagger_{1 s_0} c_{0 s_0} = (c^\dagger_{0 s_2} c_{0 s_0})(c_{2 s_2} c^\dagger_{2 s_1})(c_{1 s_1} c^\dagger_{1 s_0}).$$

The spin sum is a trace, $P b_2 b_1 b_0 P = \operatorname{tr}[(\tfrac12 + A_0)(\tfrac12 - A_2)(\tfrac12 - A_1)]\,P$. Another ordering of the bonds reverses the order of $c$ and $c^\dagger$ on some sites, and regrouping by site gives a sign $-1$ for each reversal. Every ordering thus has the form

$$-\operatorname{tr}\left[ (\tfrac{\epsilon_0}{2} - A_0)(\tfrac{\epsilon_2}{2} - A_2)(\tfrac{\epsilon_1}{2} - A_1) \right] P,$$

with $\epsilon_j = +1$ if site $j$ is filled before it is emptied and $\epsilon_j = -1$ otherwise; the example has $\epsilon_0 = -1$, $\epsilon_1 = \epsilon_2 = +1$. The six orderings realise once each sign pattern except the two with all signs equal. This set is symmetric under $\epsilon \to -\epsilon$, so terms odd in $\epsilon$ cancel in the sum. Terms with two factors $\epsilon$ contain $\operatorname{tr} A_j = 0$. The cubic term remains six times, and $\operatorname{tr}(\sigma^a \sigma^b \sigma^c) = 2i\,\varepsilon_{abc}$, with $\varepsilon_{abc}$ the Levi-Civita symbol, gives

$$PK^3P = 6 \operatorname{tr}(A_0 A_2 A_1)\,P = 12 i\; \mathbf S_0 \cdot (\mathbf S_2 \times \mathbf S_1)\,P = -12 i\, \chi P .$$

Since $\chi$ is Hermitian and commutes with $P$, the adjoint is $PL^3P = +12 i\,\chi P$. With $\omega^3 - \bar\omega^3 = 2i \sin\varphi$,

$$PT^3P = 12 i\, t^3 (\omega^3 - \bar\omega^3)\, \chi P = -24\, t^3 \sin\varphi\; \chi P .$$

Finally $\chi P \neq 0$. With $S_j^\pm = S_j^x \pm i S_j^y$, the part of $\chi$ that leaves spin 2 unflipped is $\tfrac{i}{2} S_2^z (S_0^+ S_1^- - S_0^- S_1^+)$, so $\langle \uparrow\downarrow\downarrow | \chi | \downarrow\uparrow\downarrow \rangle = -i/4$. The third-order term then vanishes exactly when $t^3 \sin\varphi = 0$.

## What the formal version assumes

Operators are $64 \times 64$ matrices, `Op ℂ`, on the full Fock space of six modes $k = 2j + s$ (`mode`). A basis state is a number $n < 64$ whose bit $k$ is the occupation of mode $k$ (`occ`). The element $\langle n | c_k | m \rangle$ is nonzero only if $m$ is $n$ with bit $k$ reversed (`toggle`) and mode $k$ is empty in $n$; it then equals $-1$ to the number of filled modes below $k$ (`amp`). This fixes the Jordan-Wigner order. The relations $\{c_k, c_l\} = 0$ and $\{c_k, c_l^\dagger\} = \delta_{kl}$ are not postulated: `car` proves them for these matrices.

`T` carries the phase `phase φ` $= \omega$ on every forward hop, with the Hermitian conjugate written as `ᴴ`; this orientation fixes the sign of $\sin\varphi$. Addition in `Fin 3` is cyclic, both for sites and for the components in `chi`. `P` is diagonal, with entry 1 on the strings accepted by `mott`, and `site_occupation` proves $n_j P = P$.

The file contains no interaction operator, resolvent or Schrieffer-Wolff generator. $U$ enters only as the prefactor $1/U^2$, and the identification of $PT^3P/U^2$ with the third-order effective Hamiltonian rests on the perturbative argument in the physical setting above, which is not formalised. The hypothesis `hU` matters because Lean sets $1/0 = 0$, which would make the term zero at $U = 0$ for every $t$ and $\varphi$. The model is one triangle with equal real $t$ on all bonds and spin-independent hopping; second-order exchange, higher orders and larger lattices are not treated.

## The Lean file

```lean
import Mathlib

open Matrix Complex

namespace HubbardTriangle

noncomputable section

/-- Operators on the Fock space of six modes; basis states are 6-bit strings. -/
abbrev Op (R : Type) := Matrix (Fin 64) (Fin 64) R

/-- The mode of site `j` and spin `s` (0 = up, 1 = down). -/
def mode (j : Fin 3) (s : Fin 2) : Fin 6 := ⟨2 * j + s, by have := j.2; have := s.2; omega⟩

/-- Occupation of mode `k` in the basis state `n`. -/
def occ (k : Fin 6) (n : Fin 64) : Bool := n.val.testBit k.val

/-- The basis state `n` with the occupation of mode `k` reversed. -/
def toggle (k : Fin 6) (n : Fin 64) : Fin 64 := Fin.ofNat 64 (n.val ^^^ 2 ^ k.val)

/-- Zero if mode `k` is filled in `n`, else the Jordan-Wigner sign of the modes below `k`. -/
def amp (k : Fin 6) (n : Fin 64) : ℤ :=
  if occ k n then 0 else ∏ l ∈ Finset.range k.val, if n.val.testBit l then -1 else 1

/-- Integer matrix `⟨n|c_k|m⟩` of the annihilation operator. -/
def cZ (k : Fin 6) : Op ℤ := Matrix.of fun n m => if m = toggle k n then amp k n else 0

/-- The basis state has exactly one electron on every site. -/
def mott (n : Fin 64) : Bool := decide (∀ j : Fin 3, occ (mode j 0) n ≠ occ (mode j 1) n)

/-- Integer matrix of the projector onto one electron per site. -/
def PZ : Op ℤ := diagonal fun n => if mott n then 1 else 0

/-- An integer matrix read as a complex operator. -/
def lift : Op ℤ →+* Op ℂ := (Int.castRingHom ℂ).mapMatrix

/-- Annihilation operator of mode `k`. -/
def c (k : Fin 6) : Op ℂ := lift (cZ k)

/-- Projector onto one electron per site. -/
def P : Op ℂ := lift PZ

/-- Phase `exp(iφ/3)` per bond. -/
def phase (φ : ℝ) : ℂ := exp (I * φ / 3)

/-- Hopping `T = -t Σ (exp(iφ/3) c†_(j+1,s) c_(j,s) + h.c.)` around the triangle. -/
def T (t φ : ℝ) : Op ℂ := (-(t : ℂ)) • ∑ j : Fin 3, ∑ s : Fin 2,
  (phase φ • ((c (mode (j + 1) s))ᴴ * c (mode j s))
    + (phase φ • ((c (mode (j + 1) s))ᴴ * c (mode j s)))ᴴ)

/-- The Pauli matrices. -/
def pauli : Fin 3 → Matrix (Fin 2) (Fin 2) ℂ := ![!![0, 1; 1, 0], !![0, -I; I, 0], !![1, 0; 0, -1]]

/-- Component `a` of the spin `S_j = ½ Σ c† σ c` on site `j`. -/
def S (j a : Fin 3) : Op ℂ :=
  (1 / 2 : ℂ) • ∑ s, ∑ r, pauli a s r • ((c (mode j s))ᴴ * c (mode j r))

/-- Scalar spin chirality `S₀ · (S₁ × S₂)`. -/
def chi : Op ℂ := ∑ a, S 0 a * (S 1 (a + 1) * S 2 (a + 2) - S 1 (a + 2) * S 2 (a + 1))

/-- Integer matrix of `c†_k c_l`. -/
def E (k l : Fin 6) : Op ℤ := (cZ k)ᵀ * cZ l

/-- Forward hop around the triangle. -/
def K : Op ℤ := ∑ j : Fin 3, ∑ s : Fin 2, E (mode (j + 1) s) (mode j s)

/-- Backward hop around the triangle. -/
def L : Op ℤ := ∑ j : Fin 3, ∑ s : Fin 2, E (mode j s) (mode (j + 1) s)

/-- The integer matrices `σx`, `σy / i`, `σz`. -/
def pZ : Fin 3 → Matrix (Fin 2) (Fin 2) ℤ := ![!![0, 1; 1, 0], !![0, -1; 1, 0], !![1, 0; 0, -1]]

/-- The bilinears `Σ c† σ c` with `σy` replaced by `σy / i`. -/
def sZ (j a : Fin 3) : Op ℤ := ∑ s, ∑ r, pZ a s r • E (mode j s) (mode j r)

/-- Triple product of the integer bilinears on the three sites. -/
def W : Op ℤ := ∑ a, sZ 0 a * (sZ 1 (a + 1) * sZ 2 (a + 2) - sZ 1 (a + 2) * sZ 2 (a + 1))

/-- Closed form of the matrix elements of `c†_k c_l B`. -/
def hop (k l : Fin 6) (B : Op ℤ) : Op ℤ := Matrix.of fun n m =>
  if amp k (toggle k n) * amp l (toggle k n) = 0 then 0
  else amp k (toggle k n) * amp l (toggle k n) * B (toggle l (toggle k n)) m

/-- Toggles are commuting involutions, and the amplitudes of two successive moves taken in
the two orders add to zero or to `δ_kl`. -/
theorem bit_facts : (∀ k n, toggle k (toggle k n) = n) ∧ ∀ k l n,
    toggle l (toggle k n) = toggle k (toggle l n) ∧
    amp k n * amp l (toggle k n) + amp l n * amp k (toggle l n) = 0 ∧
    amp k n * amp l (toggle k (toggle l n)) + amp l (toggle l n) * amp k (toggle l n)
      = if k = l then 1 else 0 := by
  refine ⟨?_, ?_⟩ <;> decide +kernel

/-- Left multiplication by `c`, `c†`, `c†c` and `P` in closed form. -/
theorem left_mul :
    (∀ k (B : Op ℤ) n m, (cZ k * B) n m = amp k n * B (toggle k n) m) ∧
    (∀ k (B : Op ℤ) n m, ((cZ k)ᵀ * B) n m = amp k (toggle k n) * B (toggle k n) m) ∧
    (∀ k l (B : Op ℤ), E k l * B = hop k l B) ∧
    ∀ B : Op ℤ, PZ * B = Matrix.of fun n m => if mott n then B n m else 0 := by
  have h1 : ∀ k (B : Op ℤ) n m, (cZ k * B) n m = amp k n * B (toggle k n) m := by
    intro k B n m
    simp only [Matrix.mul_apply, cZ, of_apply, ite_mul, zero_mul, Finset.sum_ite_eq',
      Finset.mem_univ, if_true]
  have h2 : ∀ k (B : Op ℤ) n m,
      ((cZ k)ᵀ * B) n m = amp k (toggle k n) * B (toggle k n) m := by
    intro k B n m
    rw [Matrix.mul_apply, Finset.sum_eq_single (toggle k n)]
    · simp [cZ, bit_facts.1]
    · intro b _ hb
      have : n ≠ toggle k b := fun h => hb (by rw [h, bit_facts.1])
      simp [cZ, this]
    · simp
  refine ⟨h1, h2, fun k l B => ?_, fun B => ?_⟩
  · ext n m
    rw [E, mul_assoc, h2, h1]
    simp only [hop, of_apply]
    split_ifs with h
    · rw [← mul_assoc, h, zero_mul]
    · ring
  · ext n m
    simp [PZ, diagonal_mul]

/-- The adjoint of an integer matrix is its transpose. -/
theorem lift_transpose (A : Op ℤ) : lift Aᵀ = (lift A)ᴴ := by
  ext n m
  simp [lift]

/-- Canonical anticommutation relations `{c_k, c_l} = 0` and `{c_k, c†_l} = δ_kl`. -/
theorem car (k l : Fin 6) : c k * c l + c l * c k = 0 ∧
    c k * (c l)ᴴ + (c l)ᴴ * c k = if k = l then 1 else 0 := by
  obtain ⟨h1, h2, -, -⟩ := left_mul
  have hc : ∀ l p m, cZ l p m = amp l p * (1 : Op ℤ) (toggle l p) m := fun l p m => by
    have := h1 l 1 p m
    rwa [mul_one] at this
  have ht : ∀ l p m, (cZ l)ᵀ p m = amp l (toggle l p) * (1 : Op ℤ) (toggle l p) m :=
    fun l p m => by
      have := h2 l 1 p m
      rwa [mul_one] at this
  have a : cZ k * cZ l + cZ l * cZ k = 0 := by
    ext n m
    obtain ⟨f1, f2, -⟩ := bit_facts.2 k l n
    rw [Matrix.add_apply, h1 k, h1 l, hc l, hc k, f1, Matrix.zero_apply]
    linear_combination (1 : Op ℤ) (toggle k (toggle l n)) m * f2
  have b : cZ k * (cZ l)ᵀ + (cZ l)ᵀ * cZ k = if k = l then 1 else 0 := by
    ext n m
    obtain ⟨f1, -, f3⟩ := bit_facts.2 k l n
    have : (cZ k * (cZ l)ᵀ + (cZ l)ᵀ * cZ k) n m
        = (if k = l then 1 else 0) * (1 : Op ℤ) (toggle k (toggle l n)) m := by
      rw [Matrix.add_apply, h1 k, h2 l, ht l, hc k, f1]
      linear_combination (1 : Op ℤ) (toggle k (toggle l n)) m * f3
    rw [this]
    split_ifs with h
    · subst h
      rw [bit_facts.1, one_mul]
    · simp
  have a' := congrArg lift a
  have b' := congrArg lift b
  rw [apply_ite lift] at b'
  constructor
  · simpa only [map_add, map_mul, map_zero, c] using a'
  · simpa only [map_add, map_mul, map_zero, map_one, lift_transpose, c] using b'

set_option maxRecDepth 100000 in
set_option maxHeartbeats 400000 in
/-- Projected words in the hops: single hops and the sums of mixed cubic words vanish,
`2PK³P = 3WP`, `2PL³P = -3WP`, and one element of `WP` is nonzero; also `n_j P = P`. -/
theorem core : (∀ j, (E (mode j 0) (mode j 0) + E (mode j 1) (mode j 1)) * PZ = PZ) ∧
    PZ * K * PZ = 0 ∧ PZ * L * PZ = 0 ∧
    ((2 : ℤ) • (PZ * (K * K * K))) * PZ = ((3 : ℤ) • W) * PZ ∧
    ((2 : ℤ) • (PZ * (L * L * L))) * PZ = ((-3 : ℤ) • W) * PZ ∧
    PZ * (K * K * L + K * L * K + L * K * K) * PZ = 0 ∧
    PZ * (K * L * L + L * K * L + L * L * K) * PZ = 0 ∧ (W * PZ) 41 38 ≠ 0 := by
  obtain ⟨-, -, hE, hP⟩ := left_mul
  -- terms with a vanishing coefficient need not be evaluated
  have hs : ∀ (z : ℤ) (B : Op ℤ),
      z • B = Matrix.of fun n m => if z = 0 then 0 else z * B n m := by
    intro z B
    ext n m
    simp only [Matrix.smul_apply, of_apply, smul_eq_mul]
    split_ifs with h
    · rw [h, zero_mul]
    · rfl
  -- only columns with one electron per site matter
  have cut : ∀ {A B : Op ℤ}, (∀ m, mott m = true → ∀ n, (A * 1) n m = (B * 1) n m) →
      A * PZ = B * PZ := by
    intro A B h
    ext n m
    simp only [mul_one] at h
    by_cases hm : mott m = true
    · simp [PZ, mul_diagonal, h m hm n]
    · simp [PZ, mul_diagonal, hm]
  refine ⟨fun j => Eq.trans (cut ?_) (one_mul _), Eq.trans (cut ?_) (zero_mul _),
    Eq.trans (cut ?_) (zero_mul _), cut ?_, cut ?_, Eq.trans (cut ?_) (zero_mul _),
    Eq.trans (cut ?_) (zero_mul _), ?_⟩
  all_goals simp only [W, mul_assoc, add_mul, sub_mul, smul_mul_assoc, Finset.sum_mul,
    zero_mul, one_mul]
  all_goals simp only [K, L, sZ, Finset.sum_mul, smul_mul_assoc, hE, hP]
  all_goals try simp only [hs]
  · revert j
    decide +kernel
  all_goals decide +kernel

/-- On the range of `P` every site holds one electron: `(n_j↑ + n_j↓) P = P`. -/
theorem site_occupation (j : Fin 3) :
    ((c (mode j 0))ᴴ * c (mode j 0) + (c (mode j 1))ᴴ * c (mode j 1)) * P = P := by
  simpa only [map_mul, map_add, E, lift_transpose, c, P] using congrArg lift (core.1 j)

/-- `T = -t (ω K + ω̄ L)` with `ω = exp(iφ/3)`, and the chirality is `(i/8) W`. -/
theorem integer_form (t φ : ℝ) :
    T t φ = (-(t : ℂ)) • (phase φ • lift K + star (phase φ) • lift L) ∧
    chi = (I / 8) • lift W := by
  constructor
  · unfold T
    congr 1
    simp only [K, L, E, map_sum, map_mul, lift_transpose, c, Finset.smul_sum,
      Finset.sum_add_distrib, conjTranspose_smul, conjTranspose_mul, conjTranspose_conjTranspose]
  · have h : ∀ j, S j 0 = (1 / 2 : ℂ) • lift (sZ j 0) ∧ S j 1 = (I / 2) • lift (sZ j 1) ∧
        S j 2 = (1 / 2 : ℂ) • lift (sZ j 2) := fun j => by
      refine ⟨?_, ?_, ?_⟩
      all_goals simp [S, sZ, pauli, pZ, Fin.sum_univ_two, E, lift_transpose, c]
      all_goals module
    simp only [chi, W, Fin.sum_univ_three, map_add, map_sub, map_mul, Fin.isValue,
      Fin.reduceAdd, zero_add, fun j => (h j).1, fun j => (h j).2.1, fun j => (h j).2.2,
      smul_mul_assoc, mul_smul_comm, mul_sub]
    module

/-- The first-order term vanishes: `P T P = 0`. -/
theorem first_order (t φ : ℝ) : P * T t φ * P = 0 := by
  have hK := congrArg lift core.2.1
  have hL := congrArg lift core.2.2.1
  simp only [map_mul, map_zero] at hK hL
  rw [(integer_form t φ).1]
  simp only [P, mul_add, add_mul, mul_smul_comm, smul_mul_assoc, hK, hL, smul_zero, add_zero]

/-- `P T³ P = -24 t³ sin φ · S₀ · (S₁ × S₂) P`. -/
theorem third_order (t φ : ℝ) :
    P * T t φ ^ 3 * P = ((-24 * t ^ 3 * Real.sin φ : ℝ) : ℂ) • (chi * P) := by
  obtain ⟨-, -, -, hA, hD, hB, hC, -⟩ := core
  replace hA := congrArg lift hA
  replace hB := congrArg lift hB
  replace hC := congrArg lift hC
  replace hD := congrArg lift hD
  -- the two senses of circulation pick up exp(±iφ)
  have h1 : phase φ ^ 3 = exp (φ * I) := by
    rw [phase, ← Complex.exp_nat_mul]
    congr 1
    push_cast
    ring
  have h2 : star (phase φ) ^ 3 = exp (-φ * I) := by
    rw [← star_pow, h1, Complex.star_def, ← Complex.exp_conj]
    congr 1
    simp
  have h4 : (phase φ ^ 3 - star (phase φ) ^ 3) • (lift W * lift PZ)
      = (2 * I * Complex.sin φ) • (lift W * lift PZ) := by
    rw [h1, h2, exp_mul_I, exp_mul_I, Complex.cos_neg, Complex.sin_neg]
    congr 1
    ring
  rw [(integer_form t φ).1, (integer_form t φ).2, pow_three']
  push_cast
  simp only [P, map_mul, map_add, map_zsmul, map_zero, mul_add, add_mul, smul_mul_assoc,
    mul_smul_comm, mul_assoc] at hA hB hC hD ⊢
  linear_combination (norm := module) (-(t : ℂ) ^ 3 * phase φ ^ 3 / 2) • hA
    + (-(t : ℂ) ^ 3 * star (phase φ) ^ 3 / 2) • hD
    + (-(t : ℂ) ^ 3 * phase φ ^ 2 * star (phase φ)) • hB
    + (-(t : ℂ) ^ 3 * phase φ * star (phase φ) ^ 2) • hC + (-(3 / 2) * (t : ℂ) ^ 3) • h4

/-- For `U ≠ 0` the term `P T³ P / U²` vanishes exactly when `t = 0` or `sin φ = 0`. -/
theorem third_order_eq_zero_iff (t φ U : ℝ) (hU : U ≠ 0) :
    ((1 / U ^ 2 : ℝ) : ℂ) • (P * T t φ ^ 3 * P) = 0 ↔ t = 0 ∨ Real.sin φ = 0 := by
  have hchi : chi * P ≠ 0 := by
    have hl : ∀ A : Op ℤ, lift A 41 38 = (A 41 38 : ℂ) := fun A => rfl
    rw [(integer_form t φ).2, smul_mul_assoc, P, ← map_mul]
    intro h
    rcases smul_eq_zero.mp h with h | h
    · simp at h
    · have := congrFun (congrFun h 41) 38
      rw [hl, Matrix.zero_apply] at this
      exact core.2.2.2.2.2.2.2 (Int.cast_eq_zero.mp this)
  rw [third_order, smul_smul, smul_eq_zero, or_iff_left hchi, ← Complex.ofReal_mul,
    Complex.ofReal_eq_zero]
  simp [hU]

end

end HubbardTriangle
```

```lean
#print axioms HubbardTriangle.car
#print axioms HubbardTriangle.site_occupation
#print axioms HubbardTriangle.first_order
#print axioms HubbardTriangle.third_order_eq_zero_iff
```

```
'HubbardTriangle.car' depends on axioms: [propext, Classical.choice, Quot.sound]
'HubbardTriangle.site_occupation' depends on axioms: [propext, Classical.choice, Quot.sound]
'HubbardTriangle.first_order' depends on axioms: [propext, Classical.choice, Quot.sound]
'HubbardTriangle.third_order_eq_zero_iff' depends on axioms: [propext, Classical.choice, Quot.sound]
```

## Notes on the proof

The proof separates the scalars $t$, $\omega$, $i$ from integer matrices, and `lift` is the ring homomorphism that reads an integer matrix as a complex one. `lift_transpose` turns transposes into adjoints. `integer_form` proves $T = -t(\omega K + \bar\omega L)$ and $\chi = (i/8) W$, where `W` is the triple product built from $\sigma^x$, $\sigma^y/i$, $\sigma^z$: each term holds three factors $\tfrac12$ and one $y$ component. In this language $PK^3P = -12 i\,\chi P$ reads $2PK^3P = 3WP$.

`bit_facts` checks by enumeration that toggles are commuting involutions and that the amplitudes of two moves taken in either order add to $0$ or $\delta_{kl}$. `left_mul` uses that $c_k$, $c_k^\dagger$, $c_k^\dagger c_l$ and $P$ have at most one nonzero entry per row, so an element of a product is an amplitude times a single element of the remaining factor; `hop` is this formula for $c_k^\dagger c_l$. The two lemmas together give `car`, which confirms the model and is not used in the later theorems.

`core` takes the place of the counting modulo 3 and of the trace over six orderings. Its helper `cut` reduces an identity ending in `PZ` to the eight columns with one electron per site, and the factor `1` on the right lets every word be unfolded by the closed forms, after which `decide +kernel` evaluates the entries. The mixed words are shown to vanish as the two sums that occur in $T^3$, and $2PL^3P = -3WP$ is evaluated directly without taking an adjoint. The entry `(W * PZ) 41 38` has row $41$ (bits $0, 3, 5$, spins $\uparrow\downarrow\downarrow$) and column $38$ (bits $1, 2, 5$, spins $\downarrow\uparrow\downarrow$). It is the element used in the derivation, and `core` records only that it is nonzero.

`first_order` inserts $PKP = PLP = 0$. In `third_order`, `h1` and `h2` give $\omega^3 = e^{i\varphi}$ and $\bar\omega^3 = e^{-i\varphi}$, and `h4` gives their difference $2i\sin\varphi$ acting on $WP$. The closing `linear_combination` is the expansion of $T^3$: the identities for $K^3$ and $L^3$ are weighted by $-t^3\omega^3/2$ and $-t^3\bar\omega^3/2$, the mixed sums by $-t^3\omega^2\bar\omega$ and $-t^3\omega\bar\omega^2$, and `h4` by $-\tfrac32 t^3$, which leaves $-3i\,t^3 \sin\varphi\, WP = -24\,t^3\sin\varphi\,\chi P$. In `third_order_eq_zero_iff`, `hchi` derives $\chi P \neq 0$ from the nonzero entry, and the claim reduces to the real equation $-24\,t^3 \sin\varphi / U^2 = 0$.
